# Up to a factor, two equal spins have one state annihilated by total $J_z$ and $J_+$

A spin $j$ may be an integer or a half-integer, so we label it by the natural number $n = 2j$ and represent it by explicit matrices on $\mathbb{C}^{n+1}$. The basis vectors $e_0,\dots,e_n$ are numbered from the top: $e_k$ has magnetic quantum number $m = n/2 - k$. With $\hbar = 1$,

$$J_z e_k = \left(\tfrac n2 - k\right)e_k,\qquad J_+e_{k+1} = c_k e_k,\qquad J_-e_k = c_k e_{k+1},\qquad c_k=\sqrt{(k+1)(n-k)},$$

where the ladder relations hold for $0\le k<n$, and $J_+e_0 = J_-e_n = 0$. For two such spins, each total operator is $A\otimes 1 + 1\otimes A$. The claim is that

$$s=\sum_{k=0}^n(-1)^k\,e_k\otimes e_{n-k}$$

is nonzero and is annihilated by total $J_z$, $J_+$ and $J_-$, and that every vector annihilated by total $J_z$ and $J_+$ is a multiple of $s$.

For $n=1$, the normalised vector $(e_0\otimes e_1-e_1\otimes e_0)/\sqrt2$ is the singlet spin function of two electrons; the result concerns only this spin factor, not the spatial wavefunction or any Hamiltonian.

## Cancellation along the line $a+b=n$

The components of $s$ are $s_{ab}=(-1)^a$ if $a+b=n$, and zero otherwise. On any vector $\psi$, a total operator acts as

$$(A_{\rm tot}\psi)_{ab}=\sum_c A_{ac}\psi_{cb}+\sum_c A_{bc}\psi_{ac}.$$

For $\psi=s$, each sum keeps one term:

$$(A_{\rm tot}s)_{ab}=(-1)^{n-b}A_{a,n-b}+(-1)^aA_{b,n-a}.$$

**Total $J_z$.** The matrix is diagonal, so it multiplies $\psi_{ab}$ by $(n/2-a)+(n/2-b)=n-a-b$. This factor vanishes wherever $s_{ab}\neq0$.

**Total $J_+$.** Both terms vanish unless $a+b+1=n$. In that case $n-b=a+1$, and the component is $(-1)^{a+1}c_a+(-1)^ac_b$. Since $n-a=b+1$ and $n-b=a+1$, both coefficients equal $\sqrt{(a+1)(b+1)}$, and the sum is zero.

**Total $J_-$.** Both terms vanish unless $a+b=n+1$. The component is then $(-1)^{a-1}c_{a-1}+(-1)^ac_{b-1}$. The indices satisfy $(a-1)+(b-1)+1=n$, so the coefficients are again equal and the terms cancel.

The vector has $n+1$ nonzero components, each of modulus one. Hence $\langle s,s\rangle=n+1$, $s\ne0$, and the normalised state is $s/\sqrt{n+1}$.

Under exchange of the spins, $s_{ba}=(-1)^b=(-1)^{n-a}=(-1)^ns_{ab}$ on the line $a+b=n$. Carrying the antisymmetry of the spin-½ singlet over to all spins is therefore wrong: for integer spin, $n$ is even and $s$ is symmetric.

## Uniqueness from a recurrence

Let total $J_z$ and $J_+$ annihilate $\psi$. The first condition reads $(n-a-b)\psi_{ab}=0$, so $\psi_{ab}=0$ unless $a+b=n$. For $0\le i<n$, the component $(i,n-i-1)$ of the second condition is

$$c_i\,\psi_{i+1,n-i-1}+c_{n-i-1}\,\psi_{i,n-i}=0.$$

The two coefficients are equal and positive, so $\psi_{i+1,n-i-1}=-\psi_{i,n-i}$. Induction gives $\psi_{k,n-k}=(-1)^k\psi_{0,n}$, that is, $\psi=\psi_{0,n}\,s$. For $n=0$ there is no recurrence step, and the space is already one-dimensional.

The same argument works with $J_-$ in place of $J_+$: its component $(i+1,n-i)$ gives the same recurrence.

## Spins and total operators as matrices

In Lean 4 with Mathlib:

```lean
import Mathlib

open Matrix
open scoped Kronecker

namespace SpinSingletCoupling

noncomputable section
```

The index type `Fin (n + 1)` holds the labels $0,\dots,n$. The diagonal matrix fixes the ordering from highest to lowest $m$.

```lean
/-- The matrix of `J_z` for spin `n/2`: the basis vector `e_k` has `m = n/2 - k`. -/
def Jz (n : ℕ) : Matrix (Fin (n + 1)) (Fin (n + 1)) ℂ :=
  diagonal fun k => (n : ℂ) / 2 - ((k : ℕ) : ℂ)
```

The ladder coefficient is a real square root, converted to a complex number when it enters a matrix.

```lean
/-- The ladder coefficient `√((k+1)(n-k))` linking `e_k` and `e_(k+1)` for spin `n/2`. -/
def ladderCoeff (n k : ℕ) : ℝ :=
  Real.sqrt (((k : ℝ) + 1) * ((n : ℝ) - (k : ℝ)))
```

In both ladder matrices the first index is the row, so `Jplus` has its entries just above the diagonal and `Jminus` just below it.

```lean
/-- The raising matrix `J_+` for spin `n/2`: it sends `e_(k+1)` to `√((k+1)(n-k)) e_k`. -/
def Jplus (n : ℕ) : Matrix (Fin (n + 1)) (Fin (n + 1)) ℂ :=
  Matrix.of fun a b => if (b : ℕ) = (a : ℕ) + 1 then (ladderCoeff n a : ℂ) else 0

/-- The lowering matrix `J_-` for spin `n/2`: it sends `e_k` to `√((k+1)(n-k)) e_(k+1)`. -/
def Jminus (n : ℕ) : Matrix (Fin (n + 1)) (Fin (n + 1)) ℂ :=
  Matrix.of fun a b => if (a : ℕ) = (b : ℕ) + 1 then (ladderCoeff n b : ℂ) else 0
```

These matrices are definitions; the file does not derive them from the commutation relations. The symbol `⊗ₖ` is the Kronecker product, and `total` acts on vectors indexed by pairs.

```lean
/-- The total operator `A ⊗ 1 + 1 ⊗ A` on two copies of the same space. -/
def total {ι : Type*} [DecidableEq ι] (A : Matrix ι ι ℂ) : Matrix (ι × ι) (ι × ι) ℂ :=
  A ⊗ₖ (1 : Matrix ι ι ℂ) + (1 : Matrix ι ι ℂ) ⊗ₖ A
```

The vector $s$ is assembled from basis vectors and product vectors. `k.rev` is the label $n-k$.

```lean
/-- The basis vector `e_k` of the spin `n/2` space. -/
def ket {n : ℕ} (k : Fin (n + 1)) : Fin (n + 1) → ℂ :=
  Pi.single k 1

/-- The product vector `u ⊗ v`, with components `u_a v_b`. -/
def tensor {ι : Type*} (u v : ι → ℂ) : ι × ι → ℂ :=
  fun p => u p.1 * v p.2

/-- The vector `∑_k (-1)^k e_k ⊗ e_(n-k)` of two spins `n/2`. -/
def singlet (n : ℕ) : Fin (n + 1) × Fin (n + 1) → ℂ :=
  ∑ k : Fin (n + 1), ((-1 : ℂ) ^ (k : ℕ)) • tensor (ket k) (ket k.rev)
```

It is left unnormalised, which keeps all its components integers.

## Components of the vector and of total operators

The first lemma is the two-sum formula for $(A_{\rm tot}\psi)_{ab}$. The identity matrix in each Kronecker product removes one of the two summations.

```lean
/-- Components of a total operator acting on a two-particle vector: `A` acts on the first
index plus `A` acts on the second index. -/
theorem total_mulVec_apply {ι : Type*} [Fintype ι] [DecidableEq ι] (A : Matrix ι ι ℂ)
    (ψ : ι × ι → ℂ) (a b : ι) :
    (total A *ᵥ ψ) (a, b) = ∑ c, A a c * ψ (c, b) + ∑ c, A b c * ψ (a, c) := by
  have h1 : ((A ⊗ₖ (1 : Matrix ι ι ℂ)) *ᵥ ψ) (a, b) = ∑ c, A a c * ψ (c, b) := by
    simp [mulVec, dotProduct, Fintype.sum_prod_type, Matrix.one_apply, kroneckerMap_apply]
  have h2 : (((1 : Matrix ι ι ℂ) ⊗ₖ A) *ᵥ ψ) (a, b) = ∑ c, A b c * ψ (a, c) := by
    simp only [mulVec, dotProduct]
    rw [Fintype.sum_prod_type, Finset.sum_comm]
    simp [Matrix.one_apply, kroneckerMap_apply]
  unfold total
  rw [Matrix.add_mulVec, Pi.add_apply, h1, h2]
```

Next come the components of $s$. Only the summand $k=a$ can contribute to row $a$, and it does so exactly when $b=n-a$.

```lean
/-- The component `(a, b)` of the singlet vector is `(-1)^a` if `a + b = n` and zero otherwise. -/
theorem singlet_apply {n : ℕ} (a b : Fin (n + 1)) :
    singlet n (a, b) = if (a : ℕ) + (b : ℕ) = n then (-1 : ℂ) ^ (a : ℕ) else 0 := by
  have hrev : ((a : ℕ) + (b : ℕ) = n) ↔ b = a.rev := by
    rw [Fin.ext_iff, Fin.val_rev]
    have := a.isLt
    constructor <;> intro h <;> omega
  unfold singlet
  rw [Finset.sum_apply, Finset.sum_eq_single a]
  · by_cases h : b = a.rev
    · rw [if_pos (hrev.2 h)]
      simp [tensor, ket, h]
    · rw [if_neg (fun h' => h (hrev.1 h'))]
      simp [tensor, ket, h]
  · intro k _ hk
    simp [tensor, ket, Pi.single_apply, Ne.symm hk]
  · intro h
    exact absurd (Finset.mem_univ a) h
```

Combining the two leaves one term from each sum, for an arbitrary matrix `A`.

```lean
/-- A total operator applied to the singlet vector has component `(a, b)` equal to
`(-1)^(n-b) A_(a, n-b) + (-1)^a A_(b, n-a)`. -/
theorem total_singlet_apply {n : ℕ} (A : Matrix (Fin (n + 1)) (Fin (n + 1)) ℂ)
    (a b : Fin (n + 1)) :
    (total A *ᵥ singlet n) (a, b)
      = (-1 : ℂ) ^ (b.rev : ℕ) * A a b.rev + (-1 : ℂ) ^ (a : ℕ) * A b a.rev := by
  have h1 : ∑ c, A a c * singlet n (c, b) = (-1 : ℂ) ^ (b.rev : ℕ) * A a b.rev := by
    rw [Finset.sum_eq_single b.rev]
    · have hb : (b.rev : ℕ) + (b : ℕ) = n := by
        rw [Fin.val_rev]
        have := b.isLt
        omega
      rw [singlet_apply, if_pos hb]
      exact mul_comm _ _
    · intro c _ hc
      have hne : ¬ ((c : ℕ) + (b : ℕ) = n) := by
        intro h
        apply hc
        rw [Fin.ext_iff, Fin.val_rev]
        omega
      rw [singlet_apply, if_neg hne, mul_zero]
    · intro h
      exact absurd (Finset.mem_univ _) h
  have h2 : ∑ c, A b c * singlet n (a, c) = (-1 : ℂ) ^ (a : ℕ) * A b a.rev := by
    rw [Finset.sum_eq_single a.rev]
    · have ha : (a : ℕ) + (a.rev : ℕ) = n := by
        rw [Fin.val_rev]
        have := a.isLt
        omega
      rw [singlet_apply, if_pos ha]
      exact mul_comm _ _
    · intro c _ hc
      have hne : ¬ ((a : ℕ) + (c : ℕ) = n) := by
        intro h
        apply hc
        rw [Fin.ext_iff, Fin.val_rev]
        omega
      rw [singlet_apply, if_neg hne, mul_zero]
    · intro h
      exact absurd (Finset.mem_univ _) h
  rw [total_mulVec_apply, h1, h2]
```

The factor $n-a-b$ and the equality of ladder coefficients are the remaining ingredients.

```lean
/-- Total `J_z` multiplies the component `(a, b)` of any vector by `n - a - b`. -/
theorem total_Jz_apply {n : ℕ} (ψ : Fin (n + 1) × Fin (n + 1) → ℂ) (a b : Fin (n + 1)) :
    (total (Jz n) *ᵥ ψ) (a, b) = ((n : ℂ) - ((a : ℕ) : ℂ) - ((b : ℕ) : ℂ)) * ψ (a, b) := by
  rw [total_mulVec_apply]
  simp only [Jz, diagonal_apply, ite_mul, zero_mul, Finset.sum_ite_eq, Finset.mem_univ, if_true]
  ring

/-- The ladder coefficients are equal at steps `a` and `b` with `a + b + 1 = n`. -/
theorem ladderCoeff_reflect {n a b : ℕ} (h : a + b + 1 = n) :
    ladderCoeff n a = ladderCoeff n b := by
  subst h
  unfold ladderCoeff
  congr 1
  push_cast
  ring
```

The squared norm is computed row by row, each row contributing one. `star` supplies the complex conjugate in the inner product.

```lean
/-- The squared norm of the singlet vector is `n + 1`. -/
theorem singlet_normSq (n : ℕ) : star (singlet n) ⬝ᵥ singlet n = (n : ℂ) + 1 := by
  have row : ∀ a : Fin (n + 1), ∑ b, star (singlet n (a, b)) * singlet n (a, b) = 1 := by
    intro a
    rw [Finset.sum_eq_single a.rev]
    · have ha : (a : ℕ) + (a.rev : ℕ) = n := by
        rw [Fin.val_rev]
        have := a.isLt
        omega
      rw [singlet_apply, if_pos ha, star_pow, star_neg, star_one, ← mul_pow]
      simp
    · intro c _ hc
      have hne : ¬ ((a : ℕ) + (c : ℕ) = n) := by
        intro h
        apply hc
        rw [Fin.ext_iff, Fin.val_rev]
        omega
      rw [singlet_apply, if_neg hne, mul_zero]
    · intro h
      exact absurd (Finset.mem_univ _) h
  calc star (singlet n) ⬝ᵥ singlet n
      = ∑ a, ∑ b, star (singlet n (a, b)) * singlet n (a, b) := by
        simp only [dotProduct, Pi.star_apply, Fintype.sum_prod_type]
    _ = ∑ _a : Fin (n + 1), (1 : ℂ) := Finset.sum_congr rfl fun a _ => row a
    _ = (n : ℂ) + 1 := by simp
```

## Annihilation by the three operators

Each proof compares components and splits on whether $(a,b)$ lies on the relevant line: $a+b=n$ for $J_z$, $a+b+1=n$ for $J_+$ and $a+b=n+1$ for $J_-$. `omega` handles the index arithmetic. On the line, `ladderCoeff_reflect` makes the two ladder terms equal in size, and `ring` cancels them.

```lean
/-- Total `J_z` annihilates the singlet vector. -/
theorem total_Jz_singlet (n : ℕ) : total (Jz n) *ᵥ singlet n = 0 := by
  funext p
  obtain ⟨a, b⟩ := p
  show (total (Jz n) *ᵥ singlet n) (a, b) = 0
  rw [total_Jz_apply, singlet_apply]
  by_cases h : (a : ℕ) + (b : ℕ) = n
  · -- on the support of the vector the two projections cancel
    have hc : ((a : ℕ) : ℂ) + ((b : ℕ) : ℂ) = (n : ℂ) := by
      rw [← Nat.cast_add, h]
    have h0 : (n : ℂ) - ((a : ℕ) : ℂ) - ((b : ℕ) : ℂ) = 0 := by
      linear_combination -hc
    rw [h0, zero_mul]
  · rw [if_neg h, mul_zero]

/-- Total `J_+` annihilates the singlet vector. -/
theorem total_Jplus_singlet (n : ℕ) : total (Jplus n) *ᵥ singlet n = 0 := by
  funext p
  obtain ⟨a, b⟩ := p
  show (total (Jplus n) *ᵥ singlet n) (a, b) = 0
  rw [total_singlet_apply]
  simp only [Jplus, Matrix.of_apply]
  by_cases h : (a : ℕ) + (b : ℕ) + 1 = n
  · -- two contributions of equal size and opposite sign
    have h1 : (b.rev : ℕ) = (a : ℕ) + 1 := by
      rw [Fin.val_rev]
      omega
    have h2 : (a.rev : ℕ) = (b : ℕ) + 1 := by
      rw [Fin.val_rev]
      omega
    rw [if_pos h1, if_pos h2, h1, ladderCoeff_reflect h, pow_succ]
    ring
  · have h1 : ¬ ((b.rev : ℕ) = (a : ℕ) + 1) := by
      rw [Fin.val_rev]
      omega
    have h2 : ¬ ((a.rev : ℕ) = (b : ℕ) + 1) := by
      rw [Fin.val_rev]
      omega
    rw [if_neg h1, if_neg h2]
    ring

/-- Total `J_-` annihilates the singlet vector. -/
theorem total_Jminus_singlet (n : ℕ) : total (Jminus n) *ᵥ singlet n = 0 := by
  funext p
  obtain ⟨a, b⟩ := p
  show (total (Jminus n) *ᵥ singlet n) (a, b) = 0
  rw [total_singlet_apply]
  simp only [Jminus, Matrix.of_apply]
  have ha := a.isLt
  have hb := b.isLt
  by_cases h : (a : ℕ) + (b : ℕ) = n + 1
  · -- two contributions of equal size and opposite sign
    have h1 : (a : ℕ) = (b.rev : ℕ) + 1 := by
      rw [Fin.val_rev]
      omega
    have h2 : (b : ℕ) = (a.rev : ℕ) + 1 := by
      rw [Fin.val_rev]
      omega
    have h3 : (b.rev : ℕ) + (a.rev : ℕ) + 1 = n := by
      rw [Fin.val_rev, Fin.val_rev]
      omega
    have hs : (-1 : ℂ) ^ (a : ℕ) = (-1 : ℂ) ^ (b.rev : ℕ) * (-1) := by
      rw [h1, pow_succ]
    rw [if_pos h1, if_pos h2, hs, ladderCoeff_reflect h3]
    ring
  · have h1 : ¬ ((a : ℕ) = (b.rev : ℕ) + 1) := by
      rw [Fin.val_rev]
      omega
    have h2 : ¬ ((b : ℕ) = (a.rev : ℕ) + 1) := by
      rw [Fin.val_rev]
      omega
    rw [if_neg h1, if_neg h2]
    ring
```

The main theorem collects these statements for every natural number $n$. If $s$ were zero, its squared norm $n+1$ would be zero, which is impossible.

```lean
/-- For two spins `n/2` the vector `∑_k (-1)^k e_k ⊗ e_(n-k)` is nonzero and is annihilated by
total `J_z`, total `J_+` and total `J_-`. -/
theorem singlet_ne_zero_and_annihilated (n : ℕ) :
    singlet n ≠ 0 ∧ total (Jz n) *ᵥ singlet n = 0 ∧ total (Jplus n) *ᵥ singlet n = 0 ∧
      total (Jminus n) *ᵥ singlet n = 0 := by
  refine ⟨?_, total_Jz_singlet n, total_Jplus_singlet n, total_Jminus_singlet n⟩
  intro h
  have hn := singlet_normSq n
  rw [h, dotProduct_zero] at hn
  exact Nat.cast_add_one_ne_zero n hn.symm
```

## Exchange symmetry and uniqueness

The exchange rule is stated for components, with no separate swap operator.

```lean
/-- Exchanging the two spins multiplies the singlet vector by `(-1)^n`. -/
theorem singlet_swap {n : ℕ} (a b : Fin (n + 1)) :
    singlet n (b, a) = (-1 : ℂ) ^ n * singlet n (a, b) := by
  rw [singlet_apply b a, singlet_apply a b]
  by_cases h : (a : ℕ) + (b : ℕ) = n
  · have h' : (b : ℕ) + (a : ℕ) = n := by omega
    have hn : (-1 : ℂ) ^ n = (-1 : ℂ) ^ (a : ℕ) * (-1 : ℂ) ^ (b : ℕ) := by
      rw [← pow_add, h]
    have hsq : (-1 : ℂ) ^ (a : ℕ) * (-1 : ℂ) ^ (a : ℕ) = 1 := by
      rw [← mul_pow]
      simp
    rw [if_pos h, if_pos h', hn, mul_right_comm, hsq, one_mul]
  · have h' : ¬ ((b : ℕ) + (a : ℕ) = n) := by omega
    rw [if_neg h, if_neg h', mul_zero]
```

In the last theorem `ψ` is an arbitrary two-spin vector. Within the proof, `off` confines it to the line $a+b=n$, `row` evaluates a row of $J_+$, `step` is the recurrence and `diag` solves it by induction. The scalar is the component $\psi_{0,n}$. The reverse direction follows from linearity.

```lean
/-- A vector of two spins `n/2` is annihilated by total `J_z` and total `J_+` if and only if it
is a scalar multiple of the singlet vector. -/
theorem annihilated_iff_smul_singlet {n : ℕ} (ψ : Fin (n + 1) × Fin (n + 1) → ℂ) :
    (total (Jz n) *ᵥ ψ = 0 ∧ total (Jplus n) *ᵥ ψ = 0) ↔ ∃ c : ℂ, ψ = c • singlet n := by
  constructor
  · rintro ⟨hz, hp⟩
    -- total `J_z` confines the vector to the line `a + b = n`
    have off : ∀ a b : Fin (n + 1), ¬ ((a : ℕ) + (b : ℕ) = n) → ψ (a, b) = 0 := by
      intro a b hab
      have h : (total (Jz n) *ᵥ ψ) (a, b) = 0 := congrFun hz (a, b)
      rw [total_Jz_apply] at h
      refine (mul_eq_zero.1 h).resolve_left ?_
      intro h0
      apply hab
      have hc : (((a : ℕ) + (b : ℕ) : ℕ) : ℂ) = (n : ℂ) := by
        rw [Nat.cast_add]
        linear_combination -h0
      exact_mod_cast hc
    -- row `i < n` of `J_+` has its single entry in column `i + 1`
    have row : ∀ (i : Fin n) (f : Fin (n + 1) → ℂ),
        ∑ c, Jplus n i.castSucc c * f c = (ladderCoeff n i : ℂ) * f i.succ := by
      intro i f
      rw [Finset.sum_eq_single i.succ]
      · simp [Jplus]
      · intro c _ hc
        have hne : ¬ ((c : ℕ) = (i.castSucc : ℕ) + 1) :=
          fun h => hc (Fin.ext (by simpa using h))
        simp only [Jplus, Matrix.of_apply]
        rw [if_neg hne, zero_mul]
      · intro h
        exact absurd (Finset.mem_univ _) h
    -- total `J_+` makes neighbouring amplitudes on that line opposite
    have step : ∀ i : Fin n, ψ (i.succ, i.succ.rev) = -ψ (i.castSucc, i.castSucc.rev) := by
      intro i
      have h : (total (Jplus n) *ᵥ ψ) (i.castSucc, i.rev.castSucc) = 0 := congrFun hp _
      have r1 : ∑ c, Jplus n i.castSucc c * ψ (c, i.rev.castSucc)
          = (ladderCoeff n i : ℂ) * ψ (i.succ, i.rev.castSucc) :=
        row i (fun c => ψ (c, i.rev.castSucc))
      have r2 : ∑ c, Jplus n i.rev.castSucc c * ψ (i.castSucc, c)
          = (ladderCoeff n i.rev : ℂ) * ψ (i.castSucc, i.rev.succ) :=
        row i.rev (fun c => ψ (i.castSucc, c))
      have hsum : (i.rev : ℕ) + (i : ℕ) + 1 = n := by
        rw [Fin.val_rev]
        have := i.isLt
        omega
      have hrefl : ladderCoeff n i.rev = ladderCoeff n i := ladderCoeff_reflect hsum
      have hpos : 0 < ladderCoeff n i := by
        unfold ladderCoeff
        apply Real.sqrt_pos.2
        have hlt : ((i : ℕ) : ℝ) < (n : ℝ) := by exact_mod_cast i.isLt
        exact mul_pos (by positivity) (sub_pos.2 hlt)
      have hne : (ladderCoeff n i : ℂ) ≠ 0 := Complex.ofReal_ne_zero.2 hpos.ne'
      rw [total_mulVec_apply, r1, r2, hrefl, ← mul_add] at h
      rw [Fin.rev_succ, Fin.rev_castSucc]
      exact eq_neg_of_add_eq_zero_left ((mul_eq_zero.1 h).resolve_left hne)
    have diag : ∀ k : Fin (n + 1),
        ψ (k, k.rev) = (-1 : ℂ) ^ (k : ℕ) * ψ (0, (0 : Fin (n + 1)).rev) := by
      intro k
      induction k using Fin.induction with
      | zero => simp
      | succ i ih =>
        have hv : ((i.castSucc : Fin (n + 1)) : ℕ) = (i : ℕ) := rfl
        rw [step i, ih, hv, Fin.val_succ, pow_succ]
        ring
    refine ⟨ψ (0, (0 : Fin (n + 1)).rev), ?_⟩
    funext p
    obtain ⟨a, b⟩ := p
    rw [Pi.smul_apply, smul_eq_mul, singlet_apply]
    by_cases h : (a : ℕ) + (b : ℕ) = n
    · have hb : b = a.rev := by
        rw [Fin.ext_iff, Fin.val_rev]
        omega
      rw [if_pos h, hb, diag a]
      exact mul_comm _ _
    · rw [if_neg h, off a b h, mul_zero]
  · rintro ⟨c, rfl⟩
    constructor
    · rw [Matrix.mulVec_smul, total_Jz_singlet, smul_zero]
    · rw [Matrix.mulVec_smul, total_Jplus_singlet, smul_zero]

end

end SpinSingletCoupling
```

```lean
#print axioms SpinSingletCoupling.singlet_ne_zero_and_annihilated
-- 'SpinSingletCoupling.singlet_ne_zero_and_annihilated' depends on axioms: [propext, Classical.choice, Quot.sound]
#print axioms SpinSingletCoupling.singlet_swap
-- 'SpinSingletCoupling.singlet_swap' depends on axioms: [propext, Classical.choice, Quot.sound]
#print axioms SpinSingletCoupling.annihilated_iff_smul_singlet
-- 'SpinSingletCoupling.annihilated_iff_smul_singlet' depends on axioms: [propext, Classical.choice, Quot.sound]
```
